# Natural occupations of a pure two-fermion state are at most 1, and the nonzero ones are paired

Suppose that all we required of the one-particle density matrix γ of two electrons were that it is positive semidefinite and has trace 2. Minimising the energy trace(hγ) of a one-electron Hamiltonian h would then put both electrons into the lowest spin orbital. With ε₁ ≤ ε₂ the two lowest spin-orbital energies (eigenvalues of h, counted with multiplicity), the result would be 2ε₁ instead of ε₁ + ε₂, which is too low whenever ε₁ < ε₂. The missing condition is that no spin orbital holds more than one electron. For two fermions in a pure state over finitely many spin orbitals, interacting or not, this bound follows from the antisymmetry of the amplitude, and so does a pairing of the occupied natural orbitals.

## From antisymmetry to the partner orbital

Let the spin orbitals be orthonormal, and let Aᵢⱼ be the amplitude for particle 1 in spin orbital i and particle 2 in spin orbital j. Antisymmetry and normalisation read

    Aᵀ = −A,   trace(A Aᴴ) = Σᵢⱼ |Aᵢⱼ|² = 1,

where ᴴ denotes the conjugate transpose. The one-particle density matrix is

    γ = 2 A Aᴴ.

Its eigenvectors are the natural orbitals and its eigenvalues ν are their occupations. Let γv = νv with v ≠ 0, and define the partner of v by

    w = A v*,

where the star is complex conjugation of each component. The claim is that ν ≤ 1, and that if ν ≠ 0, then w is nonzero, orthogonal to v and has the same occupation ν. For real A and v the partner is simply Av.

For any vectors a and b, antisymmetry gives

    aᵀ A b = −bᵀ A a.

With a = b = v* this says vᴴw = −vᴴw, so vᴴw = 0.

Next, apply the partner map twice. Since Aᴴ = −A*, conjugating w gives w* = A* v = −Aᴴv, and therefore

    A w* = −A Aᴴ v = −½ γv.

If w were zero, the left side would vanish, so νv = 0 and ν = 0. A nonzero occupation therefore has a nonzero partner. The same relation holds for w in place of v. The partner of w is −½γv = −(ν/2)v, and because ν is real, the partner of that vector is −(ν/2)w. Hence

    γw = −2 · (−(ν/2) w) = νw.

## The occupation as a distance from a determinant

Now let v be any normalised orbital, not necessarily an eigenvector, and keep w = A v*. Compare A with the determinant amplitude (in general not normalised)

    S = w vᵀ − v wᵀ.

Three numbers are needed. The occupation of v is

    vᴴγv = 2 ‖Aᴴv‖² = 2 ‖w‖²,

because Aᴴv = −w*. The overlap of A with S is

    trace(A Sᴴ) = wᴴ A v* − vᴴ A w* = 2 wᴴ A v* = 2 ‖w‖².

It is real, so trace(S Aᴴ) has the same value. Finally, since v is normalised and orthogonal to w,

    trace(S Sᴴ) = 2 ‖w‖².

The squared Frobenius distance is therefore

    ‖A − S‖² = 1 − 2‖w‖² − 2‖w‖² + 2‖w‖² = 1 − vᴴγv.

A squared distance is nonnegative, so vᴴγv ≤ 1. For a normalised eigenvector, this is ν ≤ 1.

The pairing also gives the bound by counting: a nonzero ν occurs at least twice among nonnegative eigenvalues whose sum is 2. The distance identity tells us in addition when the bound is reached, namely exactly when A = S. In that case ‖w‖² = ½, and with the normalised orbital u = √2 w the state takes the familiar form (u vᵀ − v uᵀ)/√2.

Antisymmetry is essential. Take a single orbital and A = (1), which is normalised but symmetric. Then γ = (2), the occupation is 2, and the partner of v = (1) is v itself, which is not orthogonal to v.

## Two-electron coefficients in a program

Suppose that a two-electron configuration-interaction program stores coefficients cᵢⱼ for normalised determinants of orthonormal spin orbitals with i < j, and that Σ|cᵢⱼ|² = 1 over those pairs. The matrix used here is then Aᵢⱼ = cᵢⱼ/√2 and Aⱼᵢ = −cᵢⱼ/√2. After forming γ and diagonalising it, one can check that every nonzero eigenvalue appears at least twice and that none exceeds 1, up to rounding.

If a nonzero eigenvalue occurs exactly twice, its two orthonormal columns are partners up to a scalar factor, because a two-dimensional eigenspace has only one direction orthogonal to a given column. If it occurs more often, the diagonaliser may return any orthonormal basis of the eigenspace, and no two of its columns need be partners. In NumPy notation the partner of a column `v` is `A @ v.conj()`; for normalised `v` its norm is √(ν/2). The bound applies to spin orbitals: a density matrix summed over spin can have spatial occupations up to 2.

## The state, its density matrix and the partner in Lean

The index type `n` is any finite set of spin orbitals, and orbitals are functions `n → ℂ`.

```lean
import Mathlib

open Matrix
open scoped ComplexOrder

namespace TwoFermionOccupations

noncomputable section

variable {n : Type*} [Fintype n]
```

The density matrix carries the factor 2, so a normalised state has trace γ = 2.

```lean
/-- The one-particle density matrix `γ = 2 A Aᴴ` of two fermions with amplitude matrix `A`. -/
def oneRDM (A : Matrix n n ℂ) : Matrix n n ℂ := (2 : ℂ) • (A * Aᴴ)
```

In `partner`, `star v` is the componentwise conjugate and `*ᵥ` is matrix times vector.

```lean
/-- The partner `A v*` of an orbital `v`; for real `v` it is `A v`. -/
def partner (A : Matrix n n ℂ) (v : n → ℂ) : n → ℂ := A *ᵥ star v
```

The determinant amplitude is defined without a normalising factor; `vecMulVec w v` is the matrix w vᵀ.

```lean
/-- The amplitude matrix `w vᵀ - v wᵀ` of a determinant built from the orbitals `w` and `v`. -/
def slater (w v : n → ℂ) : Matrix n n ℂ := vecMulVec w v - vecMulVec v w
```

## Exchange sign and the doubled partner map

The product `⬝ᵥ` does not conjugate, so the Hermitian scalar product vᴴw is written `star v ⬝ᵥ w`. The first theorem is aᵀAb = −bᵀAa. Its proof moves A onto the left vector as a transpose and then substitutes Aᵀ = −A.

```lean
/-- Exchanging the two orbitals in an antisymmetric amplitude changes its sign. -/
theorem exchange_sign {A : Matrix n n ℂ} (hA : Aᵀ = -A) (a b : n → ℂ) :
    a ⬝ᵥ A *ᵥ b = -(b ⬝ᵥ A *ᵥ a) := by
  calc a ⬝ᵥ A *ᵥ b = (a ᵥ* A) ⬝ᵥ b := Matrix.dotProduct_mulVec _ _ _
    _ = (Aᵀ *ᵥ a) ⬝ᵥ b := by rw [Matrix.mulVec_transpose]
    _ = -(b ⬝ᵥ A *ᵥ a) := by
      rw [hA, Matrix.neg_mulVec, neg_dotProduct, dotProduct_comm]
```

The next theorem is γv = −2 A w*. Inside the proof, `h` records that Aᴴ is antisymmetric too, and `hs` is the conjugation step w* = −Aᴴv.

```lean
/-- For an antisymmetric amplitude matrix, applying the partner map twice gives `-γ/2`. -/
theorem oneRDM_mulVec {A : Matrix n n ℂ} (hA : Aᵀ = -A) (v : n → ℂ) :
    oneRDM A *ᵥ v = -((2 : ℂ) • partner A (partner A v)) := by
  have h : Aᴴᵀ = -Aᴴ := by
    ext i j
    have e : A j i = -A i j := congrFun (congrFun hA i) j
    simp [Matrix.transpose_apply, Matrix.conjTranspose_apply, e]
  have hs : star (A *ᵥ star v) = -(Aᴴ *ᵥ v) := by
    rw [Matrix.star_mulVec, star_star, ← Matrix.mulVec_transpose, h, Matrix.neg_mulVec]
  unfold oneRDM partner
  rw [hs, Matrix.mulVec_neg, Matrix.smul_mulVec, Matrix.mulVec_mulVec, smul_neg, neg_neg]
```

The partner map is antilinear, so a scalar comes out conjugated. For a real scalar this makes no difference, which is all that the argument needs.

```lean
private lemma partner_smul (A : Matrix n n ℂ) (r : ℝ) (v : n → ℂ) :
    partner A ((r : ℂ) • v) = (r : ℂ) • partner A v := by
  have h : star (r : ℂ) = (r : ℂ) := Complex.conj_ofReal r
  unfold partner
  rw [star_smul, h, Matrix.mulVec_smul]
```

Since γ is −2 times the doubled partner map, it commutes with the partner map. The proof rewrites both sides with `oneRDM_mulVec` and moves the real factor −2 through the map.

```lean
/-- For an antisymmetric amplitude matrix, the density matrix commutes with the partner map. -/
theorem oneRDM_partner {A : Matrix n n ℂ} (hA : Aᵀ = -A) (v : n → ℂ) :
    oneRDM A *ᵥ partner A v = partner A (oneRDM A *ᵥ v) := by
  have h : ∀ x : n → ℂ, -((2 : ℂ) • x) = ((-2 : ℝ) : ℂ) • x := by
    intro x
    push_cast
    module
  rw [oneRDM_mulVec hA, oneRDM_mulVec hA, h, h, partner_smul]
```

## Overlap and norm of the determinant

Three lemmas supply the algebra of S. The first is Sx = (vᵀx)w − (wᵀx)v.

```lean
private lemma slater_mulVec (w v x : n → ℂ) :
    slater w v *ᵥ x = (v ⬝ᵥ x) • w - (w ⬝ᵥ x) • v := by
  have h : ∀ a b : n → ℂ, vecMulVec a b *ᵥ x = (b ⬝ᵥ x) • a := by
    intro a b
    ext i
    simp only [Matrix.mulVec, dotProduct, Matrix.vecMulVec_apply, Pi.smul_apply,
      smul_eq_mul, Finset.sum_mul]
    exact Finset.sum_congr rfl fun j _ => by ring
  rw [slater, Matrix.sub_mulVec, h, h]
```

The second evaluates the overlap trace(M Sᴴ) for an arbitrary matrix M.

```lean
private lemma trace_mul_slater (M : Matrix n n ℂ) (w v : n → ℂ) :
    trace (M * (slater w v)ᴴ) = star w ⬝ᵥ M *ᵥ star v - star v ⬝ᵥ M *ᵥ star w := by
  have h : (slater w v)ᴴ = vecMulVec (star v) (star w) - vecMulVec (star w) (star v) := by
    ext i j
    simp [slater, Matrix.vecMulVec_apply, mul_comm]
  rw [h, mul_sub, Matrix.trace_sub]
  simp only [Matrix.mul_vecMulVec, Matrix.trace_vecMulVec]
  rw [dotProduct_comm (star w), dotProduct_comm (star v)]
```

Taking M = S, with v normalised and w orthogonal to it, gives the squared norm 2‖w‖².

```lean
private lemma slater_norm {w v : n → ℂ} (hv : star v ⬝ᵥ v = 1) (ho : star v ⬝ᵥ w = 0) :
    trace (slater w v * (slater w v)ᴴ) = 2 * (star w ⬝ᵥ w) := by
  rw [trace_mul_slater, slater_mulVec, slater_mulVec]
  simp only [dotProduct_sub, dotProduct_smul, smul_eq_mul]
  rw [dotProduct_comm v (star v), dotProduct_comm w (star v), dotProduct_comm w (star w),
    hv, ho]
  ring
```

## The distance identity and the bound

The theorem `occupation_defect` states ‖A − S‖² = 1 − vᴴγv for every normalised orbital v. In its proof, `ho` is the orthogonality, `hocc` the occupation 2‖w‖², and `h1` and `h2` are the two overlaps, the second obtained from the first by conjugation. The last rewrite expands the square into four traces and inserts their values.

```lean
/-- For a normalised antisymmetric amplitude matrix and a normalised orbital `v`, the amount by
which the occupation of `v` falls short of 1 is the squared Frobenius distance between `A` and the
unnormalised determinant amplitude `w vᵀ - v wᵀ`, where `w` is the partner `A v*`. -/
theorem occupation_defect {A : Matrix n n ℂ} (hA : Aᵀ = -A) (hn : trace (A * Aᴴ) = 1)
    {v : n → ℂ} (hv : star v ⬝ᵥ v = 1) :
    trace ((A - slater (partner A v) v) * (A - slater (partner A v) v)ᴴ)
      = 1 - star v ⬝ᵥ oneRDM A *ᵥ v := by
  -- antisymmetry makes the partner orthogonal to the orbital
  have ho : star v ⬝ᵥ partner A v = 0 := by
    have h : star v ⬝ᵥ partner A v = -(star v ⬝ᵥ partner A v) := exchange_sign hA _ _
    linear_combination h / 2
  have hocc : star v ⬝ᵥ oneRDM A *ᵥ v = 2 * (star (partner A v) ⬝ᵥ partner A v) := by
    rw [oneRDM_mulVec hA, dotProduct_neg, dotProduct_smul]
    change -((2 : ℂ) * (star v ⬝ᵥ A *ᵥ star (partner A v))) = _
    rw [exchange_sign hA (star v) (star (partner A v))]
    change -((2 : ℂ) * -(star (partner A v) ⬝ᵥ partner A v)) = _
    ring
  -- the overlap of the state with the determinant, and its complex conjugate
  have h1 : trace (A * (slater (partner A v) v)ᴴ)
      = 2 * (star (partner A v) ⬝ᵥ partner A v) := by
    rw [trace_mul_slater, exchange_sign hA (star v) (star (partner A v))]
    change star (partner A v) ⬝ᵥ partner A v - -(star (partner A v) ⬝ᵥ partner A v) = _
    ring
  have h2 : trace (slater (partner A v) v * Aᴴ)
      = 2 * (star (partner A v) ⬝ᵥ partner A v) := by
    have hr : star (star (partner A v) ⬝ᵥ partner A v) = star (partner A v) ⬝ᵥ partner A v :=
      (Matrix.star_dotProduct _ _).symm
    have ht : slater (partner A v) v * Aᴴ = (A * (slater (partner A v) v)ᴴ)ᴴ := by
      rw [Matrix.conjTranspose_mul, Matrix.conjTranspose_conjTranspose]
    rw [ht, Matrix.trace_conjTranspose, h1, star_mul', hr, star_ofNat]
  rw [Matrix.conjTranspose_sub, sub_mul, mul_sub, mul_sub, Matrix.trace_sub,
    Matrix.trace_sub, Matrix.trace_sub, hn, h1, h2, slater_norm hv ho, hocc]
  ring
```

The main theorem takes an antisymmetric, normalised `A`, a nonzero `v` and a real `ν` with γv = νv. Taking `ν` real loses nothing, because γ is Hermitian. The conclusion is ν ≤ 1 and, when ν ≠ 0, the three properties of the partner. Real amplitudes are included as complex matrices with real entries.

For the bound, the proof rescales v by r = 1/√s, where s is the squared norm of v, and applies the distance identity to the rescaled vector. Positivity of the trace of a matrix times its own conjugate transpose then gives 0 ≤ 1 − ν. The second half follows the derivation above: a vanishing partner would force νv = 0, the exchange sign gives orthogonality, and commutation gives the equal occupation.

```lean
/-- For two fermions with a normalised antisymmetric amplitude matrix, every natural occupation
is at most 1, and every natural orbital with nonzero occupation has a nonzero orthogonal
partner with the same occupation. -/
theorem natural_occupations {A : Matrix n n ℂ} (hA : Aᵀ = -A) (hn : trace (A * Aᴴ) = 1)
    {v : n → ℂ} (hv : v ≠ 0) {ν : ℝ} (hev : oneRDM A *ᵥ v = (ν : ℂ) • v) :
    ν ≤ 1 ∧ (ν ≠ 0 → partner A v ≠ 0 ∧ star v ⬝ᵥ partner A v = 0 ∧
      oneRDM A *ᵥ partner A v = (ν : ℂ) • partner A v) := by
  constructor
  · -- normalise the eigenvector
    obtain ⟨i, hi⟩ := Function.ne_iff.mp hv
    let s : ℝ := ∑ i, Complex.normSq (v i)
    have hs : 0 < s := Finset.sum_pos' (fun j _ => Complex.normSq_nonneg (v j))
      ⟨i, Finset.mem_univ i, Complex.normSq_pos.mpr hi⟩
    have hvs : star v ⬝ᵥ v = (s : ℂ) := by
      simp [s, dotProduct, Complex.normSq_eq_conj_mul_self]
    let r : ℝ := (√s)⁻¹
    have hr : r * r * s = 1 := by
      change (√s)⁻¹ * (√s)⁻¹ * s = 1
      rw [← mul_inv, Real.mul_self_sqrt hs.le, inv_mul_cancel₀ hs.ne']
    have hu : star ((r : ℂ) • v) ⬝ᵥ ((r : ℂ) • v) = 1 := by
      have hc : star (r : ℂ) = (r : ℂ) := Complex.conj_ofReal r
      rw [star_smul, hc, smul_dotProduct, dotProduct_smul, hvs, smul_eq_mul, smul_eq_mul,
        ← mul_assoc]
      exact_mod_cast hr
    -- the squared distance to a determinant is nonnegative
    have h := (Matrix.posSemidef_self_mul_conjTranspose
      (A - slater (partner A ((r : ℂ) • v)) ((r : ℂ) • v))).trace_nonneg
    rw [occupation_defect hA hn hu, Matrix.mulVec_smul, hev, smul_comm, dotProduct_smul, hu,
      smul_eq_mul, mul_one] at h
    have h' : (0 : ℝ) ≤ 1 - ν := by exact_mod_cast h
    linarith
  · intro hν
    refine ⟨fun h0 => ?_, ?_, ?_⟩
    · -- a vanishing partner would force zero occupation
      have h := oneRDM_mulVec hA v
      rw [hev, h0] at h
      have hz : (ν : ℂ) • v = 0 := by simpa [partner] using h
      rcases smul_eq_zero.mp hz with h1 | h1
      · exact hν (by exact_mod_cast h1)
      · exact hv h1
    · have h : star v ⬝ᵥ partner A v = -(star v ⬝ᵥ partner A v) := exchange_sign hA _ _
      linear_combination h / 2
    · rw [oneRDM_partner hA, hev, partner_smul]
```

The theorem concerns one pure state of two particles. It does not treat mixed states, larger particle numbers or an infinite orbital basis.

## Full occupation means a single determinant

A normalised orbital has occupation exactly 1 if and only if A equals the determinant built from it and its partner. The orbital need not be assumed to be an eigenvector. The proof turns A = S into A − S = 0, uses that a matrix vanishes exactly when its squared Frobenius norm does, and inserts the distance identity.

```lean
/-- For a normalised antisymmetric amplitude matrix, a normalised orbital has occupation
exactly 1 if and only if the state is the determinant of that orbital and its partner. -/
theorem occupation_eq_one_iff {A : Matrix n n ℂ} (hA : Aᵀ = -A) (hn : trace (A * Aᴴ) = 1)
    {v : n → ℂ} (hv : star v ⬝ᵥ v = 1) :
    star v ⬝ᵥ oneRDM A *ᵥ v = 1 ↔ A = slater (partner A v) v := by
  rw [← sub_eq_zero (a := A), ← Matrix.trace_mul_conjTranspose_self_eq_zero_iff,
    occupation_defect hA hn hv, sub_eq_zero]
  exact eq_comm
```

The last theorem shows that the bound is attained. Let v be normalised and w orthogonal to it with ‖w‖² = ½. Then S is a normalised state, and its partner map sends v to w and w to −v/2. These are `h1` and `h2` in the proof, and together they give γv = −2 · (−v/2) = v.

```lean
/-- The determinant of a normalised orbital `v` and an orthogonal orbital `w` of squared norm
1/2 is a normalised state, and `v` is a natural orbital with occupation 1. -/
theorem slater_occupation {w v : n → ℂ} (hv : star v ⬝ᵥ v = 1) (ho : star v ⬝ᵥ w = 0)
    (hw : star w ⬝ᵥ w = 1 / 2) :
    trace (slater w v * (slater w v)ᴴ) = 1 ∧ oneRDM (slater w v) *ᵥ v = v := by
  have hA : (slater w v)ᵀ = -slater w v := by
    ext i j
    simp [slater, Matrix.vecMulVec_apply, mul_comm]
  have ho' : v ⬝ᵥ star w = 0 := by
    rw [dotProduct_comm, Matrix.star_dotProduct, ho, star_zero]
  -- the partner map sends v to w, and w to -v/2
  have h1 : partner (slater w v) v = w := by
    rw [partner, slater_mulVec, dotProduct_comm v, dotProduct_comm w, hv, ho]
    module
  have h2 : partner (slater w v) w = -((1 / 2 : ℂ) • v) := by
    rw [partner, slater_mulVec, ho', dotProduct_comm w, hw]
    module
  constructor
  · rw [slater_norm hv ho, hw]
    norm_num
  · rw [oneRDM_mulVec hA, h1, h2]
    module

end

end TwoFermionOccupations
```

```lean
#print axioms TwoFermionOccupations.natural_occupations
-- 'TwoFermionOccupations.natural_occupations' depends on axioms: [propext, Classical.choice, Quot.sound]
#print axioms TwoFermionOccupations.occupation_eq_one_iff
-- 'TwoFermionOccupations.occupation_eq_one_iff' depends on axioms: [propext, Classical.choice, Quot.sound]
#print axioms TwoFermionOccupations.slater_occupation
-- 'TwoFermionOccupations.slater_occupation' depends on axioms: [propext, Classical.choice, Quot.sound]
```
